# Riccati comparison of logarithmic derivatives on a node-free interval

Let u be a real radial function, with the factor r already absorbed (u = rR, where R is the radial part of the orbital), and let v be its slope. In Hartree atomic units the radial Schrödinger equation for one angular-momentum channel is

u″ = W u, with W = 2(V − E).

Here E is the energy and V is the effective potential, which includes the centrifugal term l(l+1)/(2r²). The logarithmic derivative is v/u. Everything takes place on an interval [a, b], written `Icc a b` in Lean. The open interval is `Ioo a b`, and `Ioc a b` leaves out a but keeps b. A prime means the derivative taken within [a, b], which is one-sided at the endpoints.

```lean
import Mathlib

open Set

namespace RiccatiComparison
```

The first definition concerns a function L with finite values on [a, b]. It solves the Riccati equation for W when

L′ = W − L²

at every point of the interval. No continuity of W is assumed. The equation must still hold at every point, and a derivative that exists throughout an interval cannot jump, so a W with a step inside [a, b] admits no solution in this sense. For such a potential the results apply on each side of the step separately, with W given its one-sided value at the step. L itself is continuous on [a, b], because it has a derivative there.

```lean
/-- The function `L` obeys the Riccati equation `L' = W - L²` on `[a, b]`, with one-sided
derivatives at the endpoints. -/
def SolvesRiccati (W L : ℝ → ℝ) (a b : ℝ) : Prop :=
  ∀ x ∈ Icc a b, HasDerivWithinAt L (W x - L x ^ 2) (Icc a b) x
```

The second definition writes the radial equation as a first-order system, u′ = v and v′ = W u. Carrying v as a separate function avoids second derivatives at the endpoints.

```lean
/-- The radial function `u` with slope `v` obeys `u' = v` and `v' = W u` on `[a, b]`. -/
def SolvesRadial (W u v : ℝ → ℝ) (a b : ℝ) : Prop :=
  ∀ x ∈ Icc a b, HasDerivWithinAt u (v x) (Icc a b) x ∧
    HasDerivWithinAt v (W x * u x) (Icc a b) x
```

The potential is local and the equation is non-relativistic. Wherever a logarithmic derivative is formed, u is assumed to have no node on [a, b], since v/u diverges at a node. For a solution regular at the nucleus u(0) = 0, so in that application a must be positive.

## (a) From the radial equation to the Riccati equation

Let u and v solve the radial system, with u nonzero on [a, b]. Show that

(v/u)′ = W − (v/u)².

**Solution.** The quotient rule gives

(v/u)′ = (v′ u − v u′)/u².

Insert v′ = W u and u′ = v:

(v/u)′ = (W u² − v²)/u² = W − (v/u)².

In `riccati_of_radial` the hypothesis `hu` states the absence of nodes. The call to `div` is the quotient rule, and `congr_deriv` leaves the algebraic identity between the two forms of the slope. That identity is settled by clearing the denominator u², which is nonzero by `hu`, and calling `ring`.

```lean
/-- The logarithmic derivative of a radial function without nodes on `[a, b]` obeys the
Riccati equation. -/
theorem riccati_of_radial {W u v : ℝ → ℝ} {a b : ℝ} (h : SolvesRadial W u v a b)
    (hu : ∀ x ∈ Icc a b, u x ≠ 0) : SolvesRiccati W (fun x => v x / u x) a b := by
  intro x hx
  have hne := hu x hx
  refine ((h x hx).2.div (h x hx).1 hne).congr_deriv ?_
  show (W x * u x * u x - v x * v x) / u x ^ 2 = W x - (v x / u x) ^ 2
  rw [div_pow, eq_sub_iff_add_eq, ← add_div, div_eq_iff (pow_ne_zero 2 hne)]
  ring
```

## (b) A weight that removes the quadratic terms

Let L₁ and L₂ solve the Riccati equations for W₁ and W₂ on [a, b], with a ≤ b. Find a function P such that

(exp(P) (L₂ − L₁))′ = exp(P) (W₂ − W₁).

**Solution.** Put D = L₂ − L₁. Subtracting the two equations gives

D′ = (W₂ − W₁) − (L₂² − L₁²) = (W₂ − W₁) − (L₁ + L₂) D.

This is linear in D once the sum L₁ + L₂ is regarded as a known coefficient. The sum is continuous, so it has the antiderivative

P(x) = ∫ₐˣ (L₁ + L₂) dt, with P′ = L₁ + L₂.

The product rule then yields

(exp(P) D)′ = exp(P) (P′ D + D′) = exp(P) (W₂ − W₁).

When L₁ = v₁/u₁ and L₂ = v₂/u₂ come from radial functions, exp(P) is the product u₁u₂ divided by its value at a. The weighted difference is then the Wronskian u₁v₂ − u₂v₁ divided by the same constant.

The theorem `exists_weight` asserts that some P with the displayed property exists. Its proof follows the calculation, with one addition. L₁ and L₂ are controlled only on [a, b], so the integrand is replaced by one that is continuous on the whole line: its argument is `max a (min b x)`, which equals x inside the interval and stays at the nearer endpoint outside. The fundamental theorem of calculus then supplies P′. The facts `hE` and `hD` are the derivatives of exp(P) and of D, `hE.mul hD` is the product rule, and the final `ring` carries out the cancellation.

```lean
/-- For two Riccati solutions `L₁` and `L₂` there is a function `P` such that `exp P * (L₂ - L₁)`
has the slope `exp P * (W₂ - W₁)` on `[a, b]`. -/
theorem exists_weight {W₁ W₂ L₁ L₂ : ℝ → ℝ} {a b : ℝ} (hab : a ≤ b)
    (h₁ : SolvesRiccati W₁ L₁ a b) (h₂ : SolvesRiccati W₂ L₂ a b) :
    ∃ P : ℝ → ℝ, ∀ x ∈ Icc a b,
      HasDerivWithinAt (fun y => Real.exp (P y) * (L₂ y - L₁ y))
        (Real.exp (P x) * (W₂ x - W₁ x)) (Icc a b) x := by
  -- an antiderivative of `L₁ + L₂`, from its constant continuation outside `[a, b]`
  have hP : ∃ P : ℝ → ℝ, ∀ x ∈ Icc a b, HasDerivAt P (L₁ x + L₂ x) x := by
    have hc : ContinuousOn (fun x => L₁ x + L₂ x) (Icc a b) := fun x hx =>
      (h₁ x hx).continuousWithinAt.add (h₂ x hx).continuousWithinAt
    have hm : Continuous (fun x : ℝ => max a (min b x)) :=
      continuous_const.max (continuous_const.min continuous_id)
    have hg : Continuous (fun x => L₁ (max a (min b x)) + L₂ (max a (min b x))) :=
      hc.comp_continuous hm
        (fun x => ⟨le_max_left _ _, max_le hab (min_le_left _ _)⟩)
    refine ⟨fun x => ∫ t in a..x, (L₁ (max a (min b t)) + L₂ (max a (min b t))),
      fun x hx => ?_⟩
    refine (hg.integral_hasStrictDerivAt a x).hasDerivAt.congr_deriv ?_
    simp only [min_eq_right hx.2, max_eq_right hx.1]
  obtain ⟨P, hP⟩ := hP
  refine ⟨P, fun x hx => ?_⟩
  have hE : HasDerivWithinAt (fun y => Real.exp (P y))
      (Real.exp (P x) * (L₁ x + L₂ x)) (Icc a b) x := (hP x hx).exp.hasDerivWithinAt
  have hD : HasDerivWithinAt (fun y => L₂ y - L₁ y)
      ((W₂ x - L₂ x ^ 2) - (W₁ x - L₁ x ^ 2)) (Icc a b) x := (h₂ x hx).sub (h₁ x hx)
  -- the product rule cancels the terms quadratic in the logarithmic derivatives
  refine (hE.mul hD).congr_deriv ?_
  show Real.exp (P x) * (L₁ x + L₂ x) * (L₂ x - L₁ x) +
    Real.exp (P x) * ((W₂ x - L₂ x ^ 2) - (W₁ x - L₁ x ^ 2)) =
    Real.exp (P x) * (W₂ x - W₁ x)
  ring
```

## (c) Ordered functions W and ordered starting values

Keep L₁ and L₂ as in (b). Suppose that W₁ ≤ W₂ on [a, b] and L₁(a) ≤ L₂(a). Show that, for every x in [a, b],

L₁(x) ≤ L₂(x).

**Solution.** By (b), the slope of exp(P) D is exp(P) (W₂ − W₁), which is nonnegative. The weighted difference therefore never decreases, and

exp(P(x)) D(x) ≥ exp(P(a)) D(a) ≥ 0.

Dividing by the positive number exp(P(x)) gives D(x) ≥ 0.

At a common energy, W₁ ≤ W₂ means that the second potential is at least as repulsive as the first at every radius. The condition at a is a separate hypothesis: it stands for whatever the solution has inherited from the region inside a.

In `logDeriv_le` these two conditions are `hW` and `ha`. The fact `hmono` is the monotonicity, obtained from the sign of the derivative in the interior together with continuity up to the endpoints. Evaluating it at a and x gives `key`. The division is replaced by a contradiction: if D(x) were negative, the product exp(P(x)) D(x) would be negative too, and `linarith` finds the conflict with `key` and `h0`.

The smallest case is a = b. The interval is then a single point, the differential equation imposes no condition there, and the conclusion is just the hypothesis L₁(a) ≤ L₂(a).

```lean
/-- Riccati comparison: if `W₁ ≤ W₂` on `[a, b]` and the logarithmic derivatives are ordered
as `L₁ ≤ L₂` at `a`, then they are so ordered throughout `[a, b]`. -/
theorem logDeriv_le {W₁ W₂ L₁ L₂ : ℝ → ℝ} {a b : ℝ}
    (h₁ : SolvesRiccati W₁ L₁ a b) (h₂ : SolvesRiccati W₂ L₂ a b)
    (hW : ∀ x ∈ Icc a b, W₁ x ≤ W₂ x) (ha : L₁ a ≤ L₂ a) :
    ∀ x ∈ Icc a b, L₁ x ≤ L₂ x := by
  intro x hx
  have hab : a ≤ b := hx.1.trans hx.2
  obtain ⟨P, hP⟩ := exists_weight hab h₁ h₂
  -- the weighted difference never decreases
  have hmono : MonotoneOn (fun y => Real.exp (P y) * (L₂ y - L₁ y)) (Icc a b) :=
    monotoneOn_of_hasDerivWithinAt_nonneg
      (f' := fun y => Real.exp (P y) * (W₂ y - W₁ y)) (convex_Icc a b)
      (fun y hy => (hP y hy).continuousWithinAt)
      (fun y hy => (hP y (interior_subset hy)).mono interior_subset)
      (fun y hy => mul_nonneg (Real.exp_pos _).le
        (sub_nonneg.2 (hW y (interior_subset hy))))
  have key : Real.exp (P a) * (L₂ a - L₁ a) ≤ Real.exp (P x) * (L₂ x - L₁ x) :=
    hmono (left_mem_Icc.2 hab) hx hx.1
  have h0 := mul_nonneg (Real.exp_pos (P a)).le (sub_nonneg.2 ha)
  by_contra hlt
  have hneg := mul_neg_of_pos_of_neg (Real.exp_pos (P x)) (sub_neg.2 (not_le.1 hlt))
  linarith
```

## (d) Strict ordering beyond the starting point

Suppose now that W₁ < W₂ at every interior point of [a, b], again with L₁(a) ≤ L₂(a). Show that, for every x with a < x ≤ b,

L₁(x) < L₂(x).

**Solution.** The slope of exp(P) D is now strictly positive in the interior, so exp(P) D is strictly increasing on [a, b]. For x > a,

exp(P(x)) D(x) > exp(P(a)) D(a) ≥ 0,

and hence D(x) > 0. The point a itself has to be left out, because the two values may coincide there.

The proof of `logDeriv_lt` has the same layout as the previous one, with `StrictMonoOn` in place of `MonotoneOn`. The functions W₁ and W₂ are compared only on `Ioo a b`, so no ordering is asked of them at the endpoints. The conclusion runs over `Ioc a b`, which is empty when a = b.

```lean
/-- Let `L₁` and `L₂` obey the Riccati equations for `W₁` and `W₂` on `[a, b]`. If `W₁ < W₂` inside
the interval and `L₁ ≤ L₂` at `a`, then `L₁ < L₂` at every later point of it. -/
theorem logDeriv_lt {W₁ W₂ L₁ L₂ : ℝ → ℝ} {a b : ℝ}
    (h₁ : SolvesRiccati W₁ L₁ a b) (h₂ : SolvesRiccati W₂ L₂ a b)
    (hW : ∀ x ∈ Ioo a b, W₁ x < W₂ x) (ha : L₁ a ≤ L₂ a) :
    ∀ x ∈ Ioc a b, L₁ x < L₂ x := by
  intro x hx
  have hab : a ≤ b := hx.1.le.trans hx.2
  obtain ⟨P, hP⟩ := exists_weight hab h₁ h₂
  -- the weighted difference now strictly increases
  have hmono : StrictMonoOn (fun y => Real.exp (P y) * (L₂ y - L₁ y)) (Icc a b) :=
    strictMonoOn_of_hasDerivWithinAt_pos
      (f' := fun y => Real.exp (P y) * (W₂ y - W₁ y)) (convex_Icc a b)
      (fun y hy => (hP y hy).continuousWithinAt)
      (fun y hy => (hP y (interior_subset hy)).mono interior_subset)
      (fun y hy => mul_pos (Real.exp_pos _)
        (sub_pos.2 (hW y (by rwa [interior_Icc] at hy))))
  have key : Real.exp (P a) * (L₂ a - L₁ a) < Real.exp (P x) * (L₂ x - L₁ x) :=
    hmono (left_mem_Icc.2 hab) ⟨hx.1.le, hx.2⟩ hx.1
  have h0 := mul_nonneg (Real.exp_pos (P a)).le (sub_nonneg.2 ha)
  by_contra hle
  have hneg := mul_nonpos_of_nonneg_of_nonpos (Real.exp_pos (P x)).le
    (sub_nonpos.2 (not_lt.1 hle))
  linarith
```

## (e) One function W, one starting value

Let L₁ and L₂ solve the Riccati equation for the same W, with L₁(a) = L₂(a). Show that, for every x in [a, b],

L₁(x) = L₂(x).

**Solution.** The common function satisfies W ≤ W, and equal starting values are ordered both ways. Part (c) gives L₁(x) ≤ L₂(x), and with the two solutions exchanged it gives L₂(x) ≤ L₁(x).

This is a uniqueness statement. It does not say that a solution with a given starting value reaches b; in radial terms, a node may intervene. The normalisation of u plays no part, since multiplying u and v by the same nonzero constant leaves v/u unchanged.

In `logDeriv_unique` the two calls to `logDeriv_le` are the two inequalities, and `le_antisymm` joins them.

```lean
/-- Two solutions of the Riccati equation for the same `W` on `[a, b]` that agree at `a` agree
throughout `[a, b]`. -/
theorem logDeriv_unique {W L₁ L₂ : ℝ → ℝ} {a b : ℝ}
    (h₁ : SolvesRiccati W L₁ a b) (h₂ : SolvesRiccati W L₂ a b) (ha : L₁ a = L₂ a) :
    ∀ x ∈ Icc a b, L₁ x = L₂ x := fun x hx =>
  le_antisymm (logDeriv_le h₁ h₂ (fun _ _ => le_rfl) ha.le x hx)
    (logDeriv_le h₂ h₁ (fun _ _ => le_rfl) ha.ge x hx)
```

## (f) Raising the energy

Let (u₁, v₁) and (u₂, v₂) solve the radial system in the same effective potential V at energies E₁ < E₂. Both radial functions are free of nodes on [a, b], and their logarithmic derivatives agree at a. Show that, for every r with a < r ≤ b,

v₂(r)/u₂(r) < v₁(r)/u₁(r).

**Solution.** The two functions W are 2(V − E₁) and 2(V − E₂), and

2(V − E₂) − 2(V − E₁) = −2(E₂ − E₁) < 0.

The solution of higher energy therefore has the smaller W everywhere. By (a), both logarithmic derivatives solve Riccati equations, and (d) applies with the higher-energy solution in the role of L₁.

That exchange of roles is visible in `logDeriv_lt_of_energy_lt`, where `h₂` is passed before `h₁`. The comparison of the two functions W is left to `linarith`, and `ha.ge` turns the equality at a into the inequality that (d) expects.

The equality `ha` stands for a boundary condition at a that does not depend on energy. Solutions integrated outwards from the nucleus at two energies generally reach a with different logarithmic derivatives. If the higher-energy one is known to be no larger at a, (d) still applies.

In multiple-scattering methods with muffin-tin potentials, the logarithmic derivative at the sphere radius enters the scattering phase shift of each channel. For a single channel in a local potential, with no node on [a, b] and a fixed logarithmic derivative at a, the inequality gives the direction in which the logarithmic derivative at b moves as the energy rises.

```lean
/-- Two nodeless radial solutions in the same effective potential `V` (atomic units), with
equal logarithmic derivatives at `a`: beyond `a`, the one of higher energy has the strictly
lower logarithmic derivative. -/
theorem logDeriv_lt_of_energy_lt {V u₁ v₁ u₂ v₂ : ℝ → ℝ} {a b E₁ E₂ : ℝ}
    (h₁ : SolvesRadial (fun r => 2 * (V r - E₁)) u₁ v₁ a b)
    (h₂ : SolvesRadial (fun r => 2 * (V r - E₂)) u₂ v₂ a b)
    (hu₁ : ∀ r ∈ Icc a b, u₁ r ≠ 0) (hu₂ : ∀ r ∈ Icc a b, u₂ r ≠ 0)
    (ha : v₁ a / u₁ a = v₂ a / u₂ a) (hE : E₁ < E₂) :
    ∀ r ∈ Ioc a b, v₂ r / u₂ r < v₁ r / u₁ r :=
  logDeriv_lt (riccati_of_radial h₂ hu₂) (riccati_of_radial h₁ hu₁)
    (fun r _ => by linarith) ha.ge
```

## (g) A constant barrier

Let W = k² be constant, which means V − E = k²/2. Show that

L(r) = k sinh(kr)/cosh(kr)

solves the Riccati equation on every interval.

**Solution.** Take u = cosh(kr) and v = k sinh(kr). Then

u′ = k sinh(kr) = v,

v′ = k² cosh(kr) = k² u.

Since cosh is positive everywhere, u has no node, and (a) gives the claim for L = v/u.

The proof of `barrier_witness` does the same: it calls `riccati_of_radial` with these two functions, proves positivity with `Real.cosh_pos`, and obtains the two derivatives from the chain rule through `hk`. The theorem shows that the definition of a Riccati solution is met by an explicit function on any interval.

Two limits are easy to read off. For k = 0 the radial function is the constant 1 and L vanishes. For k > 0 and large kr, L tends to k, the positive value at which the right-hand side k² − L² is zero.

The family also illustrates (d). Here r is a coordinate along the barrier and not the distance from a nucleus: cosh(kr) does not vanish at r = 0, so it is not a regular radial function there. Take 0 ≤ k₁ < k₂ and start at r = 0, where both logarithmic derivatives are zero. The higher barrier then has the larger logarithmic derivative at every r > 0:

k₁ tanh(k₁r) < k₂ tanh(k₂r).

```lean
/-- In a constant barrier `W = k²`, the function `k sinh(kr) / cosh(kr)` obeys the Riccati
equation on every interval. -/
theorem barrier_witness (k a b : ℝ) :
    SolvesRiccati (fun _ => k ^ 2)
      (fun r => k * Real.sinh (k * r) / Real.cosh (k * r)) a b := by
  refine riccati_of_radial (u := fun r => Real.cosh (k * r))
    (v := fun r => k * Real.sinh (k * r)) (fun r _ => ?_)
    (fun r _ => (Real.cosh_pos (k * r)).ne')
  have hk : HasDerivAt (fun y : ℝ => k * y) k r :=
    ((hasDerivAt_id r).const_mul k).congr_deriv (mul_one k)
  exact ⟨(hk.cosh.congr_deriv (by ring)).hasDerivWithinAt,
    ((hk.sinh.const_mul k).congr_deriv (by ring)).hasDerivWithinAt⟩

end RiccatiComparison
```

```lean
#print axioms RiccatiComparison.logDeriv_le
-- 'RiccatiComparison.logDeriv_le' depends on axioms: [propext, Classical.choice, Quot.sound]
#print axioms RiccatiComparison.logDeriv_unique
-- 'RiccatiComparison.logDeriv_unique' depends on axioms: [propext, Classical.choice, Quot.sound]
#print axioms RiccatiComparison.logDeriv_lt_of_energy_lt
-- 'RiccatiComparison.logDeriv_lt_of_energy_lt' depends on axioms: [propext, Classical.choice, Quot.sound]
```
